# For a nonsingular supercell matrix, periodic modulations are unique combinations of the inequivalent allowed waves

Take a crystal with one atom per primitive cell, and suppose that each component of displacements repeating from supercell to supercell is written, at all lattice sites, as a finite sum of complex plane waves with independent complex amplitudes. Call a wave vector allowed if its wave repeats from supercell to supercell. If two of the wave vectors differ by a reciprocal lattice vector, their waves coincide at every site, and at most the sum of their amplitudes can be determined. If an allowed wave vector is missing, together with all its equivalents, some patterns of the supercell cannot be fitted at all. A list with exactly one wave vector from each allowed class avoids both failures.

## Sites, waves and allowed wave vectors

Label the primitive cells by $x\in\mathbb Z^n$. The columns of the integer matrix $M$ are the supercell vectors in the primitive basis. In Lean, `n` is the finite index set of the coordinates, and `Q` is a set of real wave vectors.

```lean
import Mathlib

open Matrix

namespace SuperstructureModulation

noncomputable section

variable {n : Type*} [Fintype n] [DecidableEq n] {M : Matrix n n ℤ} {Q : Set (n → ℝ)}
```

Wave vectors $q$ are given in reciprocal-lattice coordinates, with the factor $2\pi$ written separately:
$$w_q(x)=e^{2\pi i\,q\cdot x}.$$

```lean
/-- The plane wave `exp(2πi q·x)` on the sites `x` of the integer lattice. -/
def wave (q : n → ℝ) (x : n → ℤ) : ℂ :=
  Complex.exp (2 * Real.pi * Complex.I * ((∑ i, q i * (x i : ℝ) : ℝ) : ℂ))
```

Reciprocal lattice vectors are then the integer vectors.

```lean
/-- A real vector all of whose components are integers. -/
def IsIntegerVector (v : n → ℝ) : Prop := ∃ k : n → ℤ, ∀ i, v i = k i
```

A wave vector is allowed if $(M^Tq)_j=\sum_i M_{ij}q_i$ is an integer for every $j$.

```lean
/-- The wave vector `q` is allowed by the supercell matrix `M` if `Mᵀ q` is integral. -/
def Allowed (M : Matrix n n ℤ) (q : n → ℝ) : Prop :=
  IsIntegerVector (fun j => ∑ i, (M i j : ℝ) * q i)
```

The set $Q$ must contain only allowed vectors, and exactly one from each class modulo $\mathbb Z^n$.

```lean
/-- `Q` consists of allowed wave vectors and contains exactly one representative, modulo
integer vectors, of each allowed wave vector. -/
structure IsRepresentativeSet (M : Matrix n n ℤ) (Q : Set (n → ℝ)) : Prop where
  allowed : ∀ q ∈ Q, Allowed M q
  covers : ∀ q, Allowed M q → ∃! p, p ∈ Q ∧ IsIntegerVector (q - p)
```

Sites that differ by a supercell translation $My$ form one class, an element of the group $G=\mathbb Z^n/M\mathbb Z^n$.

```lean
/-- The classes of lattice sites modulo the superlattice of all `M y`. -/
abbrev SiteClasses (M : Matrix n n ℤ) := (n → ℤ) ⧸ LinearMap.range M.mulVecLin

/-- The class of a site modulo the superlattice. -/
abbrev siteClass (M : Matrix n n ℤ) : (n → ℤ) →ₗ[ℤ] SiteClasses M :=
  (LinearMap.range M.mulVecLin).mkQ
```

## Aliasing and periodicity of the waves

Since $q\cdot x$ is linear in each argument, $w_q(x+y)=w_q(x)w_q(y)$ and $w_{p+q}(x)=w_p(x)w_q(x)$.

```lean
omit [DecidableEq n] in
/-- Waves multiply when sites are added, and also when wave vectors are added. -/
theorem wave_add (p q : n → ℝ) (x y : n → ℤ) :
    wave q (x + y) = wave q x * wave q y ∧ wave (p + q) x = wave p x * wave q x := by
  constructor <;>
    simp [wave, add_mul, mul_add, Finset.sum_add_distrib, Complex.exp_add]
```

Since $e^{2\pi i t}=1$ exactly for integer $t$, $w_q(x)=1$ means $q\cdot x\in\mathbb Z$.

```lean
omit [DecidableEq n] in
/-- A wave equals one at a site exactly when `q·x` is an integer. -/
theorem wave_eq_one_iff (q : n → ℝ) (x : n → ℤ) :
    wave q x = 1 ↔ ∃ m : ℤ, ∑ i, q i * (x i : ℝ) = m := by
  unfold wave
  rw [Complex.exp_eq_one_iff]
  refine exists_congr fun m => ⟨fun hm => Complex.ofReal_injective ?_, fun hm => ?_⟩
  · apply mul_left_cancel₀ Complex.two_pi_I_ne_zero
    rw [hm, Complex.ofReal_intCast]
    ring
  · rw [hm, Complex.ofReal_intCast]
    ring
```

Now $q\cdot(My)=(M^Tq)\cdot y$. If $M^Tq$ is integral, this is an integer for every $y$. Conversely, the unit vector $y=e_j$ picks out the component $(M^Tq)_j$. So $q$ is allowed exactly when $w_q=1$ on all supercell translations.

```lean
/-- A wave vector is allowed exactly when its wave equals one on the whole superlattice. -/
theorem allowed_iff (M : Matrix n n ℤ) (q : n → ℝ) :
    Allowed M q ↔ ∀ y, wave q (M *ᵥ y) = 1 := by
  constructor
  · rintro ⟨k, hk⟩ y
    refine (wave_eq_one_iff _ _).2 ⟨∑ j, k j * y j, ?_⟩
    simp only [Matrix.mulVec, dotProduct, Int.cast_sum, Int.cast_mul, Finset.mul_sum]
    rw [Finset.sum_comm]
    refine Finset.sum_congr rfl fun j _ => ?_
    rw [← hk j, Finset.sum_mul]
    exact Finset.sum_congr rfl fun i _ => by ring
  · intro h
    have h1 : ∀ j, ∃ m : ℤ, ∑ i, (M i j : ℝ) * q i = m := by
      intro j
      obtain ⟨m, hm⟩ := (wave_eq_one_iff _ _).1 (h (Pi.single j 1))
      exact ⟨m, by rw [← hm]; exact Finset.sum_congr rfl fun i _ => by simp [mul_comm]⟩
    choose k hk using h1
    exact ⟨k, hk⟩
```

With $M=1$ this says that $w_v\equiv1$ exactly when $v$ is integral. Put $v=p-q$ and use $w_p=w_{p-q}w_q$ with $w_q\neq0$: two waves agree on all sites exactly when $p-q$ is integral.

```lean
/-- Aliasing: two waves agree on all lattice sites exactly when their wave vectors differ
by an integer vector. -/
theorem wave_eq_iff (p q : n → ℝ) :
    (∀ x, wave p x = wave q x) ↔ IsIntegerVector (p - q) := by
  have h (v : n → ℝ) : IsIntegerVector v ↔ ∀ y, wave v y = 1 := by
    simpa [Allowed, Matrix.one_apply] using allowed_iff 1 v
  rw [h]
  refine forall_congr' fun x => ?_
  have hs : wave p x = wave (p - q) x * wave q x := by
    rw [← (wave_add (p - q) q x 0).2, sub_add_cancel]
  rw [hs]
  exact mul_eq_right₀ (Complex.exp_ne_zero _)
```

## Finitely many site classes

If $f(x+My)=f(x)$, then $f(x)=F([x])$ for a function $F$ on $G$. Lean defines $F$ by evaluating $f$ at a chosen representative of each class.

```lean
omit [DecidableEq n] in
/-- A function with the periods `M y` is a function of the site class alone. -/
theorem exists_descent (f : (n → ℤ) → ℂ) (hf : ∀ x y, f (x + M *ᵥ y) = f x) :
    ∃ F : SiteClasses M → ℂ, ∀ x, F (siteClass M x) = f x := by
  obtain ⟨r, hr⟩ := (Submodule.mkQ_surjective (LinearMap.range M.mulVecLin)).hasRightInverse
  refine ⟨fun g => f (r g), fun x => ?_⟩
  obtain ⟨y, hy⟩ := (Submodule.Quotient.eq _).1 (hr (siteClass M x))
  have hy' : r (siteClass M x) = x + M *ᵥ y := by
    rw [← Matrix.mulVecLin_apply, hy]
    abel
  change f (r (siteClass M x)) = f x
  rw [hy', hf]
```

Let $d=\det M\neq0$. If $x'-x=d\,t$ with $t$ integral, then $x'-x=M(\operatorname{adj}M\,t)$, so $x$ and $x'$ share a class. The residues of a representative modulo $d$ therefore determine its class, and there are at most $|d|^n$ classes. This crude bound is enough for finiteness; the exact number is $|d|$.

```lean
/-- For nonsingular `M` there are finitely many site classes. -/
theorem finite_siteClasses (hM : M.det ≠ 0) : Finite (SiteClasses M) := by
  obtain ⟨r, hr⟩ := (Submodule.mkQ_surjective (LinearMap.range M.mulVecLin)).hasRightInverse
  have : NeZero M.det.natAbs := ⟨Int.natAbs_ne_zero.2 hM⟩
  -- sites congruent modulo `det M` lie in the same class
  refine Finite.of_injective (fun g i => (r g i : ZMod M.det.natAbs)) fun g h e => ?_
  have h2 : ∀ i, M.det ∣ r h i - r g i := fun i =>
    Int.natAbs_dvd.1 ((ZMod.intCast_eq_intCast_iff_dvd_sub _ _ _).1 (congrFun e i))
  choose t ht using h2
  have hmem : M.mulVecLin (M.adjugate *ᵥ t) = r h - r g := by
    rw [Matrix.mulVecLin_apply, Matrix.mulVec_mulVec, Matrix.mul_adjugate,
      Matrix.smul_mulVec, Matrix.one_mulVec]
    exact funext fun i => (ht i).symm
  have hc : siteClass M (r h) = siteClass M (r g) :=
    (Submodule.Quotient.eq (LinearMap.range M.mulVecLin)).2 (LinearMap.mem_range.2 ⟨_, hmem⟩)
  exact (hr g).symm.trans (hc.symm.trans (hr h))
```

## Waves as characters

A character of $G$ is a map $\psi:G\to\mathbb C$ with $\psi(0)=1$ and $\psi(a+b)=\psi(a)\psi(b)$.

- Each $w_q$ with $q\in Q$ has the supercell periods and is multiplicative, so it gives a character.
- If $p,q\in Q$ give the same character, then $p-q$ is integral, hence $p=q$.
- Every character arises. As $G$ is finite, $|\psi|=1$, so $\psi([e_i])=e^{2\pi i q_i}$ for some real $q_i$. Then $\psi([x])=\prod_i\psi([e_i])^{x_i}=w_q(x)$. This is 1 at $x=My$, so $q$ is allowed, and its representative in $Q$ has the same wave.

```lean
/-- For nonsingular `M`, the waves of a representative set are, one to one, the characters
of the group of site classes. -/
theorem exists_equiv_characters (hM : M.det ≠ 0) (hQ : IsRepresentativeSet M Q) :
    ∃ e : Q ≃ AddChar (SiteClasses M) ℂ, ∀ q x, e q (siteClass M x) = wave q.1 x := by
  have := finite_siteClasses hM
  have hsurj : Function.Surjective (siteClass M) := Submodule.mkQ_surjective _
  have h1 : ∀ q : Q, ∃ ψ : AddChar (SiteClasses M) ℂ,
      ∀ x, ψ (siteClass M x) = wave q.1 x := by
    intro q
    obtain ⟨F, hF⟩ := exists_descent (M := M) (wave q.1) fun x y => by
      rw [(wave_add 0 _ _ _).1, (allowed_iff _ _).1 (hQ.allowed _ q.2), mul_one]
    refine ⟨{ toFun := F, map_zero_eq_one' := ?_, map_add_eq_mul' := fun a b => ?_ }, hF⟩
    · rw [← map_zero (siteClass M), hF]
      exact (wave_eq_one_iff _ _).2 ⟨0, by simp⟩
    · obtain ⟨x, rfl⟩ := hsurj a
      obtain ⟨y, rfl⟩ := hsurj b
      rw [← map_add, hF, hF, hF, (wave_add 0 _ _ _).1]
  choose E hE using h1
  refine ⟨Equiv.ofBijective E ⟨fun p q h => Subtype.ext ?_, fun ψ => ?_⟩, hE⟩
  · exact (hQ.covers p.1 (hQ.allowed _ p.2)).unique ⟨p.2, 0, fun i => by simp⟩
      ⟨q.2, (wave_eq_iff _ _).1 fun x => by rw [← hE, h, hE]⟩
  -- the phases of a character on the unit vectors give its wave vector
  have h2 : ∀ i, ∃ t : ℝ, ψ (siteClass M (Pi.single i 1))
      = Complex.exp (2 * Real.pi * Complex.I * t) := by
    intro i
    have h := Complex.norm_mul_exp_arg_mul_I (ψ (siteClass M (Pi.single i 1)))
    rw [AddChar.norm_apply, Complex.ofReal_one, one_mul] at h
    have hpi : (Real.pi : ℂ) ≠ 0 := Complex.ofReal_ne_zero.2 Real.pi_ne_zero
    refine ⟨Complex.arg (ψ (siteClass M (Pi.single i 1))) / (2 * Real.pi),
      h.symm.trans (congrArg Complex.exp ?_)⟩
    push_cast
    field_simp
  choose q hq using h2
  have hw : ∀ x, ψ (siteClass M x) = wave q x := by
    intro x
    let χ : AddChar (n → ℤ) ℂ := ψ.compAddMonoidHom (siteClass M).toAddMonoidHom
    have hx : ∑ i, x i • (Pi.single i 1 : n → ℤ) = x := by
      funext j
      simp [Finset.sum_apply, Pi.single_apply]
    have hp : ∀ s : Finset n, χ (∑ i ∈ s, x i • (Pi.single i 1 : n → ℤ))
        = ∏ i ∈ s, χ (Pi.single i 1) ^ x i := by
      intro s
      induction s using Finset.induction_on with
      | empty => rw [Finset.sum_empty, Finset.prod_empty, AddChar.map_zero_eq_one]
      | insert a s ha ih =>
        rw [Finset.sum_insert ha, Finset.prod_insert ha, AddChar.map_add_eq_mul, ih]
        exact congrArg (fun z => z * ∏ i ∈ s, χ (Pi.single i 1) ^ x i)
          (AddChar.map_zsmul_eq_zpow χ (x a) (Pi.single a 1))
    calc ψ (siteClass M x) = χ (∑ i, x i • (Pi.single i 1 : n → ℤ)) := congrArg χ hx.symm
      _ = ∏ i, χ (Pi.single i 1) ^ x i := hp Finset.univ
      _ = wave q x := by
        unfold wave
        rw [Complex.ofReal_sum, Finset.mul_sum, Complex.exp_sum]
        refine Finset.prod_congr rfl fun i _ => ?_
        rw [show χ (Pi.single i 1) = _ from hq i, ← Complex.exp_int_mul]
        congr 1
        push_cast
        ring
  have ha : Allowed M q := (allowed_iff _ _).2 fun y => by
    have h0 : siteClass M (M *ᵥ y) = 0 := (Submodule.Quotient.mk_eq_zero _).2 ⟨y, rfl⟩
    rw [← hw, h0, AddChar.map_zero_eq_one]
  obtain ⟨p, ⟨hp, hpq⟩, _⟩ := hQ.covers q ha
  refine ⟨⟨p, hp⟩, DFunLike.ext _ _ fun g => ?_⟩
  obtain ⟨x, rfl⟩ := hsurj g
  rw [hE, hw, (wave_eq_iff _ _).2 hpq]
```

A finite group has finitely many characters, so $Q$ is finite.

```lean
/-- For nonsingular `M`, every representative set of allowed wave vectors is finite. -/
theorem IsRepresentativeSet.finite (hM : M.det ≠ 0) (hQ : IsRepresentativeSet M Q) :
    Q.Finite := by
  have := finite_siteClasses hM
  obtain ⟨e, _⟩ := exists_equiv_characters hM hQ
  have := Module.Finite.finite_basis (AddChar.complexBasis (SiteClasses M))
  have : Finite Q := Finite.of_equiv _ e.symm
  exact Set.toFinite Q
```

## The expansion

For characters $\psi\ne\chi$, choose $h$ with $\psi(h)\overline{\chi(h)}\neq1$. Shifting $g$ by $h$ multiplies $\sum_g\psi(g)\overline{\chi(g)}$ by this factor, so the sum vanishes and the characters are linearly independent. Since $G$ is a product of cyclic groups, it has $|G|$ characters, which is the dimension of the space of functions on $G$. They form a basis, supplied in Lean by `AddChar.complexBasis`. The coordinates of $F$ in it are the unique amplitudes $c_q$:
$$f(x)=\sum_{q\in Q}c_q\,w_q(x).$$
Conversely, each wave in the sum has the periods $My$, and so does $f$.

The theorem states this equivalence for any complex `f`; `∃!` refers to the family of amplitudes `c`, and `[Fintype Q]` lets the sum be written.

```lean
/-- For nonsingular `M` and a representative set `Q` of allowed wave vectors, a complex
modulation has the periods `M y` exactly when it is a unique combination of the waves in `Q`. -/
theorem periodic_iff_existsUnique_expansion [Fintype Q] (hM : M.det ≠ 0)
    (hQ : IsRepresentativeSet M Q) (f : (n → ℤ) → ℂ) :
    (∀ x y, f (x + M *ᵥ y) = f x) ↔
      ∃! c : Q → ℂ, ∀ x, f x = ∑ q, c q * wave q.1 x := by
  constructor
  · intro hf
    have := finite_siteClasses hM
    obtain ⟨F, hF⟩ := exists_descent f hf
    obtain ⟨e, he⟩ := exists_equiv_characters hM hQ
    -- the characters form a basis of the functions of the site class
    obtain ⟨b, hb⟩ : ∃ b : Module.Basis Q ℂ (SiteClasses M → ℂ),
        ∀ q x, b q (siteClass M x) = wave q.1 x :=
      ⟨(AddChar.complexBasis (SiteClasses M)).reindex e.symm, fun q x => by
        rw [← he]
        simp⟩
    refine ⟨b.equivFun F, fun x => ?_, fun c hc => ?_⟩
    · have h := congrFun (b.sum_equivFun F) (siteClass M x)
      simp only [Finset.sum_apply, Pi.smul_apply, smul_eq_mul, hb] at h
      exact (h.trans (hF x)).symm
    · have h : ∑ q, c q • b q = F := by
        funext g
        obtain ⟨x, rfl⟩ := Submodule.mkQ_surjective _ g
        simp only [Finset.sum_apply, Pi.smul_apply, smul_eq_mul, hb]
        exact ((hF x).trans (hc x)).symm
      exact b.equivFun.symm_apply_eq.1 ((b.equivFun_symm_apply c).trans h)
  · rintro ⟨c, hc, _⟩ x y
    rw [hc, hc]
    refine Finset.sum_congr rfl fun q _ => ?_
    rw [(wave_add 0 _ _ _).1, (allowed_iff _ _).1 (hQ.allowed _ q.2), mul_one]
```

Such a $Q$ always exists. Replace each $q_i$ by its fractional part: this subtracts an integer vector, keeps $M^Tq$ integral, and leaves one choice in $[0,1)^n$.

```lean
/-- The allowed wave vectors with all components in `[0, 1)` form a representative set. -/
theorem unitCell_isRepresentativeSet (M : Matrix n n ℤ) :
    IsRepresentativeSet M {q | Allowed M q ∧ ∀ i, 0 ≤ q i ∧ q i < 1} := by
  refine ⟨fun q hq => hq.1, fun q ⟨k, hk⟩ => ?_⟩
  refine ⟨fun i => Int.fract (q i), ⟨⟨⟨fun j => k j - ∑ i, M i j * ⌊q i⌋, fun j => ?_⟩,
    fun i => ⟨Int.fract_nonneg _, Int.fract_lt_one _⟩⟩, fun i => ⌊q i⌋, fun i => ?_⟩, ?_⟩
  · simp only [Int.fract, mul_sub, Finset.sum_sub_distrib, Int.cast_sub, Int.cast_sum,
      Int.cast_mul, ← hk]
  · simp only [Pi.sub_apply, Int.fract, sub_sub_cancel]
  · rintro p ⟨⟨_, hp⟩, l, hl⟩
    exact funext fun i => (Int.fract_eq_iff.2 ⟨(hp i).1, (hp i).2, l i, hl i⟩).symm

end

end SuperstructureModulation
```

```lean
#print axioms SuperstructureModulation.IsRepresentativeSet.finite
#print axioms SuperstructureModulation.periodic_iff_existsUnique_expansion
#print axioms SuperstructureModulation.unitCell_isRepresentativeSet
```

```
'SuperstructureModulation.IsRepresentativeSet.finite' depends on axioms: [propext, Classical.choice, Quot.sound]
'SuperstructureModulation.periodic_iff_existsUnique_expansion' depends on axioms: [propext, Classical.choice, Quot.sound]
'SuperstructureModulation.unitCell_isRepresentativeSet' depends on axioms: [propext, Classical.choice, Quot.sound]
```

## Small cases and the physical reading

For $M=1$ there is one class, $Q$ holds a single integer vector, and $f$ is constant. For $n=1$ and $M=2$, take $Q=\{0,\tfrac12\}$: then $f(x)=c_0+c_{1/2}(-1)^x$, with $c_0=\tfrac12(f(0)+f(1))$ and $c_{1/2}=\tfrac12(f(0)-f(1))$.

If $\det M=0$ is admitted, a finite expansion can fail. For $n=1$ and $M=0$, every $f$ is periodic, including $f(x)=x$, but a finite sum of waves is bounded. Here $Q$ is infinite, which `[Fintype Q]` also excludes.

In frozen-phonon calculations, the result identifies the wave vectors that a supercell can hold, for strictly commensurate patterns. With several atoms per primitive cell, the theorem applies separately to each displacement component of each atom, and to the occupancy of each atomic site, taken as a function $f$ of the cell label $x$. These functions are real, so the amplitude of the representative of $-q$ is the complex conjugate of $c_q$.
